# For differentiable Φ, the coupling-derivative and self-energy-trace interaction energies agree everywhere exactly when Φ(l,G) = Φ(1,√l G) for all l > 0

The Luttinger-Ward functional is modelled here as an ordinary real function $\Phi(l,G)$ of a coupling strength $l$ and a vector $G$ of $n$ real propagator values, labelled by a finite index set `ι`. All components $G_i$ vary independently; no Dyson equation ties them to a Hamiltonian. Complex Green's functions and infinite frequency grids lie beyond this model, as do the existence and diagrammatic construction of the exact functional.

```lean
import Mathlib

open Finset

namespace LuttingerWardScaling

noncomputable section

variable {ι : Type*} [Fintype ι] [DecidableEq ι]
```

## Two energies from one functional

The self-energy is $\Sigma_i=\partial\Phi/\partial G_i$, with any factors of temperature or spin absorbed into $\Phi$ and $G$. For a two-body interaction, the exact functional gives the interaction energy at the physical propagator by either of two expressions, which are taken here as definitions for any $\Phi$ and any $G$:

$$E_{\rm cpl}=l\,\frac{\partial\Phi}{\partial l},\qquad E_{\rm tr}=\frac12\sum_i G_i\Sigma_i .$$

In Lean they are separate definitions, `couplingEnergy` and `traceEnergy`. In `selfEnergy`, `Function.update G i x` replaces the $i$-th component by $x$ and leaves the others fixed, so the derivative is a true partial derivative. `EnergiesAgree` says that the two energies are equal at every $l>0$ and every $G$.

```lean
/-- The functional `Φ(l, G)` is jointly differentiable in the coupling `l` and the propagator `G`
at every positive coupling. -/
def JointlyDifferentiable (Φ : ℝ → (ι → ℝ) → ℝ) : Prop :=
  ∀ l : ℝ, 0 < l → ∀ G : ι → ℝ,
    DifferentiableAt ℝ (fun p : ℝ × (ι → ℝ) => Φ p.1 p.2) (l, G)

/-- The self-energy `Σ_i = ∂Φ/∂G_i`, a partial derivative at fixed coupling. -/
def selfEnergy (Φ : ℝ → (ι → ℝ) → ℝ) (l : ℝ) (G : ι → ℝ) (i : ι) : ℝ :=
  deriv (fun x => Φ l (Function.update G i x)) (G i)

/-- The interaction energy from the coupling derivative, `l ∂Φ/∂l` at fixed propagator. -/
def couplingEnergy (Φ : ℝ → (ι → ℝ) → ℝ) (l : ℝ) (G : ι → ℝ) : ℝ :=
  l * deriv (fun s => Φ s G) l

/-- The interaction energy from the self-energy trace, `(1/2) ∑ G_i Σ_i`. -/
def traceEnergy (Φ : ℝ → (ι → ℝ) → ℝ) (l : ℝ) (G : ι → ℝ) : ℝ :=
  1 / 2 * ∑ i, G i * selfEnergy Φ l G i

/-- The two interaction energies agree at every positive coupling and every propagator. -/
def EnergiesAgree (Φ : ℝ → (ι → ℝ) → ℝ) : Prop :=
  ∀ l : ℝ, 0 < l → ∀ G : ι → ℝ, couplingEnergy Φ l G = traceEnergy Φ l G
```

The scaling law $\Phi(l,G)=\Phi(1,\sqrt l\,G)$ has a diagrammatic reading: for a two-body interaction, a closed diagram of order $k$ carries $l^k$ and $2k$ propagators, so $l$ and $G$ enter only through $\sqrt l\,G$. For approximations given by a differentiable $\Phi$ of finitely many real propagator values, the equivalence tells which ones give the same interaction energy by both routes at every positive coupling and every propagator. Agreement only at the propagators that solve the Dyson equation of one given system is a weaker condition, which it does not characterise.

## Joint differentiability: a linear response to simultaneous changes

Physically, this hypothesis says that a small change of coupling and propagator together changes $\Phi$ linearly to first order. Continuity of the derivative is not required. By hand, it permits the expansion

$$\delta\Phi=\delta l\,\frac{\partial\Phi}{\partial l}+\sum_i\delta G_i\,\Sigma_i .$$

The lemma `total_derivative` proves this. It identifies each partial derivative with the total derivative along a coordinate direction, writes $(\delta l,\delta G)$ as a combination of those directions, and uses linearity.

```lean
/-- Where `Φ` is jointly differentiable, its first-order change under `(δl, δG)` is
`δl ∂Φ/∂l + ∑ δG_i Σ_i`. -/
theorem total_derivative {Φ : ℝ → (ι → ℝ) → ℝ} {l : ℝ} {G : ι → ℝ}
    (h : DifferentiableAt ℝ (fun p : ℝ × (ι → ℝ) => Φ p.1 p.2) (l, G))
    (a : ℝ) (v : ι → ℝ) :
    fderiv ℝ (fun p : ℝ × (ι → ℝ) => Φ p.1 p.2) (l, G) (a, v)
      = a * deriv (fun s => Φ s G) l + ∑ i, v i * selfEnergy Φ l G i := by
  have hF := h.hasFDerivAt
  -- the partial derivatives are the total derivative along the coordinate directions
  have h1 : HasDerivAt (fun s => Φ s G)
      (fderiv ℝ (fun p : ℝ × (ι → ℝ) => Φ p.1 p.2) (l, G) (1, 0)) l :=
    hF.comp_hasDerivAt_of_eq (f := fun s : ℝ => (s, G)) l
      ((hasDerivAt_id' l).prodMk (hasDerivAt_const l G)) rfl
  have h2 : ∀ i, selfEnergy Φ l G i
      = fderiv ℝ (fun p : ℝ × (ι → ℝ) => Φ p.1 p.2) (l, G)
          (0, (Pi.single i 1 : ι → ℝ)) := by
    intro i
    have h3 : HasDerivAt (fun x => Φ l (Function.update G i x))
        (fderiv ℝ (fun p : ℝ × (ι → ℝ) => Φ p.1 p.2) (l, G)
          (0, (Pi.single i 1 : ι → ℝ))) (G i) :=
      hF.comp_hasDerivAt_of_eq (f := fun x : ℝ => (l, Function.update G i x)) (G i)
        ((hasDerivAt_const (G i) l).prodMk (hasDerivAt_update G i (G i))) (by simp)
    exact h3.deriv
  have hdec : (a, v) = a • ((1 : ℝ), (0 : ι → ℝ))
      + ∑ i, v i • ((0 : ℝ), (Pi.single i 1 : ι → ℝ)) := by
    refine Prod.ext ?_ ?_
    · simp [Prod.fst_sum]
    · ext j
      simp [Prod.snd_sum, Finset.sum_apply, Pi.single_apply]
  rw [hdec, map_add, map_sum]
  simp only [map_smul, smul_eq_mul, h1.deriv, h2]
```

Now fix a vector $H$ and follow the path $l=e^t$, $G=e^{-t/2}H$. Its velocity is $(e^t,-\tfrac12e^{-t/2}H)=(l,-\tfrac12G)$, so

$$\frac{d}{dt}\Phi(e^t,e^{-t/2}H)=l\,\frac{\partial\Phi}{\partial l}-\frac12\sum_iG_i\Sigma_i=E_{\rm cpl}-E_{\rm tr},$$

evaluated at the current point of the path. In `hasDerivAt_scaling`, the step `key` is the chain rule, and `total_derivative` then turns the result into the energy difference.

```lean
/-- For jointly differentiable `Φ`, the derivative along the scaling path
`l = exp t`, `G = exp(-t/2) H` is the difference of the two interaction energies. -/
theorem hasDerivAt_scaling {Φ : ℝ → (ι → ℝ) → ℝ} (hΦ : JointlyDifferentiable Φ)
    (H : ι → ℝ) (t : ℝ) :
    HasDerivAt (fun s => Φ (Real.exp s) (Real.exp (-s / 2) • H))
      (couplingEnergy Φ (Real.exp t) (Real.exp (-t / 2) • H)
        - traceEnergy Φ (Real.exp t) (Real.exp (-t / 2) • H)) t := by
  have hlin : HasDerivAt (fun s : ℝ => -s / 2) (-1 / 2) t :=
    (hasDerivAt_id' t).fun_neg.div_const 2
  have hd := hΦ _ (Real.exp_pos t) (Real.exp (-t / 2) • H)
  -- chain rule along the path
  have key : HasDerivAt (fun s => Φ (Real.exp s) (Real.exp (-s / 2) • H))
      (fderiv ℝ (fun p : ℝ × (ι → ℝ) => Φ p.1 p.2)
        (Real.exp t, Real.exp (-t / 2) • H)
        (Real.exp t, (Real.exp (-t / 2) * (-1 / 2)) • H)) t :=
    hd.hasFDerivAt.comp_hasDerivAt_of_eq
      (f := fun s : ℝ => (Real.exp s, Real.exp (-s / 2) • H)) t
      ((Real.hasDerivAt_exp t).prodMk (hlin.exp.smul_const H)) rfl
  refine key.congr_deriv ?_
  rw [total_derivative hd, couplingEnergy, traceEnergy, sub_eq_add_neg, Finset.mul_sum,
    ← Finset.sum_neg_distrib]
  congr 1
  refine Finset.sum_congr rfl fun i _ => ?_
  simp only [Pi.smul_apply, smul_eq_mul]
  ring
```

Continuity and the existence of all first partial derivatives would not suffice. Take $h(x,y)=x^2y/(x^2+y^2)$ with $h(0,0)=0$, and for two modes set

$$\Phi(l,G)=h(\sqrt l\,G_1-1,\ \sqrt l\,G_2-1).$$

The scaling law holds by construction. At $l=1$, $G=(1,1)$ both self-energies vanish, because $h$ is zero on the axes, so $E_{\rm tr}=0$. But $\Phi(l,(1,1))=(\sqrt l-1)/2$, which gives $E_{\rm cpl}=1/4$. The energies disagree although every partial derivative exists.

## Positive coupling: a path that never reaches zero

The condition $l>0$ fixes the sign of the interaction and leaves the non-interacting point $l=0$ out, so $\Phi$ may be singular there. By hand, it is used to write $l=e^t$ with $t=\ln l$ and to take a real square root. The two scalings then compensate, $\sqrt{e^t}\,e^{-t/2}=1$, which is `sqrt_exp_mul`.

```lean
/-- The scalings of coupling and propagator compensate: `√(exp t) exp(-t/2) = 1`. -/
theorem sqrt_exp_mul (t : ℝ) : Real.sqrt (Real.exp t) * Real.exp (-t / 2) = 1 := by
  rw [← Real.exp_half, ← Real.exp_add, show t / 2 + -t / 2 = 0 by ring, Real.exp_zero]
```

For negative $l$ the law has no real $\sqrt l$ to use. The path $l=-e^t$ would compare $\Phi(l,G)$ with $\Phi(-1,\sqrt{|l|}\,G)$, and agreement of the energies away from $l=0$ does not link the two signs: a function equal to $0$ for $l>0$ and $1$ for $l<0$ has both energies zero on either side.

## Agreement everywhere: no drift along the path

This hypothesis demands consistency of the approximation at all propagators, including those that do not solve the Dyson equation of the system under study. For given $(l,G)$, choose $H=\sqrt l\,G$. The path is at $(1,\sqrt l\,G)$ when $t=0$ and at $(l,G)$ when $t=\ln l$. If $|E_{\rm cpl}-E_{\rm tr}|\le\varepsilon$ everywhere, the mean value inequality gives

$$|\Phi(l,G)-\Phi(1,\sqrt l\,G)|\le\varepsilon\,|\ln l| .$$

In `scaling_defect_le`, `hs` identifies the endpoint and `hm` is the mean value inequality.

```lean
/-- If the two interaction energies of a jointly differentiable `Φ` differ by at most `ε` at all
positive couplings and all propagators, then `Φ(l, G)` differs from `Φ(1, √l G)` by at most
`ε |ln l|` for `l > 0`. -/
theorem scaling_defect_le {Φ : ℝ → (ι → ℝ) → ℝ} (hΦ : JointlyDifferentiable Φ) {ε : ℝ}
    (h : ∀ l : ℝ, 0 < l → ∀ G : ι → ℝ, |couplingEnergy Φ l G - traceEnergy Φ l G| ≤ ε)
    {l : ℝ} (hl : 0 < l) (G : ι → ℝ) :
    |Φ l G - Φ 1 (Real.sqrt l • G)| ≤ ε * |Real.log l| := by
  have hs : Real.exp (-Real.log l / 2) • Real.sqrt l • G = G := by
    have h1 := sqrt_exp_mul (Real.log l)
    rw [Real.exp_log hl] at h1
    rw [smul_smul, mul_comm, h1, one_smul]
  -- mean value inequality between `t = 0` and `t = ln l`
  have hm := Convex.norm_image_sub_le_of_norm_hasDerivWithin_le
    (s := Set.univ) (x := 0) (y := Real.log l) (C := ε)
    (fun t _ => (hasDerivAt_scaling hΦ (Real.sqrt l • G) t).hasDerivWithinAt)
    (fun t _ => h _ (Real.exp_pos t) _) convex_univ (Set.mem_univ _) (Set.mem_univ _)
  simp only [Real.exp_log hl, hs, Real.exp_zero, neg_zero, zero_div, one_smul, sub_zero,
    Real.norm_eq_abs] at hm
  exact hm
```

With $\varepsilon=0$ this is the forward direction of the equivalence. For the converse, the scaling law gives

$$\Phi(e^s,e^{-s/2}H)=\Phi(1,e^{s/2}e^{-s/2}H)=\Phi(1,H),$$

so $\Phi$ is constant along the path. Its derivative at $s=\ln l$ is zero, and hence $E_{\rm cpl}=E_{\rm tr}$ at $(l,G)$. The Lean proof records the constancy as `hconst` and concludes by uniqueness of the derivative, `hd.unique`.

```lean
/-- For a jointly differentiable `Φ`, the coupling-derivative and self-energy-trace interaction
energies agree everywhere if and only if `Φ(l, G) = Φ(1, √l G)` for all `l > 0` and all `G`. -/
theorem energiesAgree_iff_scaling {Φ : ℝ → (ι → ℝ) → ℝ} (hΦ : JointlyDifferentiable Φ) :
    EnergiesAgree Φ ↔
      ∀ l : ℝ, 0 < l → ∀ G : ι → ℝ, Φ l G = Φ 1 (Real.sqrt l • G) := by
  constructor
  · intro h l hl G
    have hb := scaling_defect_le hΦ (ε := 0)
      (fun s hs K => by rw [h s hs K, sub_self, abs_zero]) hl G
    rw [zero_mul] at hb
    exact sub_eq_zero.mp (abs_nonpos_iff.mp hb)
  · intro h l hl G
    have hs : Real.exp (-Real.log l / 2) • Real.sqrt l • G = G := by
      have h1 := sqrt_exp_mul (Real.log l)
      rw [Real.exp_log hl] at h1
      rw [smul_smul, mul_comm, h1, one_smul]
    -- the scaling law makes `Φ` constant along the path through `(l, G)`
    have hconst : (fun s => Φ (Real.exp s) (Real.exp (-s / 2) • Real.sqrt l • G))
        = fun _ => Φ 1 (Real.sqrt l • G) := by
      funext s
      rw [h _ (Real.exp_pos s), smul_smul (Real.sqrt (Real.exp s)), sqrt_exp_mul, one_smul]
    have hd := hasDerivAt_scaling hΦ (Real.sqrt l • G) (Real.log l)
    rw [hconst, Real.exp_log hl, hs] at hd
    exact sub_eq_zero.mp (hd.unique (hasDerivAt_const _ _))
```

Agreement at the single coupling $l=1$, even for all $G$, would not be enough. For $\Phi(l,G)=(l-1)^2$ both energies vanish at $l=1$, yet $\Phi(2,G)=1$ while $\Phi(1,\sqrt2\,G)=0$.

## A logarithm that passes and a quartic that fails

The functional $\tfrac12\ln(1+l\sum_iG_i^2)$ depends only on $\sqrt l\,G$. For $l>0$ the argument of the logarithm is positive, which gives joint differentiability, and the equivalence then gives agreement of the energies.

```lean
/-- The logarithmic functional `(1/2) ln(1 + l ∑ G_i²)`, used for `l ≥ 0`, where the argument of
the logarithm is positive. -/
def logPhi (l : ℝ) (G : ι → ℝ) : ℝ := 1 / 2 * Real.log (1 + l * ∑ i, G i ^ 2)

/-- The functional `(1/2) ln(1 + l ∑ G_i²)` is jointly differentiable at positive coupling, and
its two interaction energies agree. -/
theorem logPhi_witness :
    JointlyDifferentiable (logPhi (ι := ι)) ∧ EnergiesAgree (logPhi (ι := ι)) := by
  have hd : JointlyDifferentiable (logPhi (ι := ι)) := by
    intro l hl G
    have hne : 1 + l * ∑ i, G i ^ 2 ≠ 0 := by positivity
    unfold logPhi
    apply DifferentiableAt.const_mul
    apply DifferentiableAt.log
    · fun_prop
    · exact hne
  refine ⟨hd, (energiesAgree_iff_scaling hd).2 fun l hl G => ?_⟩
  simp only [logPhi, Pi.smul_apply, smul_eq_mul, mul_pow, Real.sq_sqrt hl.le,
    ← Finset.mul_sum, one_mul]
```

For one mode with $l=4$ and $G=\tfrac12$, we have $lG^2=1$. Then

$$E_{\rm cpl}=\frac12\,\frac{lG^2}{1+lG^2}=\frac14,\qquad \Sigma=\frac{lG}{1+lG^2}=1,\qquad E_{\rm tr}=\frac12\cdot\frac12\cdot1=\frac14 .$$

Likewise $\Phi(4,\tfrac12)=\Phi(1,1)=\tfrac12\ln2$.

The functional $l\sum_iG_i^4$ is smooth but has four propagators for one power of the coupling. With at least one mode, the proof tests the scaling law at $l=2$, $G=(1,\dots,1)$, where the two sides are $2n$ and $4n$. The energies at that point are also $2n$ and $4n$. With no modes the functional is zero and the energies agree trivially, hence the assumption `Nonempty ι`.

```lean
/-- With at least one mode, the functional `l ∑ G_i⁴` is jointly differentiable, but its two
interaction energies do not agree everywhere. -/
theorem quartic_not_energiesAgree [Nonempty ι] :
    JointlyDifferentiable (fun l (G : ι → ℝ) => l * ∑ i, G i ^ 4) ∧
      ¬ EnergiesAgree (fun l (G : ι → ℝ) => l * ∑ i, G i ^ 4) := by
  have hd : JointlyDifferentiable (fun l (G : ι → ℝ) => l * ∑ i, G i ^ 4) := by
    intro l _ G
    fun_prop
  refine ⟨hd, fun h => ?_⟩
  -- test the scaling law at `l = 2` and `G = (1, ..., 1)`
  have h2 := (energiesAgree_iff_scaling hd).1 h 2 two_pos (fun _ => (1 : ℝ))
  have h4 : Real.sqrt 2 ^ 4 = 4 := by
    rw [show Real.sqrt 2 ^ 4 = (Real.sqrt 2 ^ 2) ^ 2 by ring,
      Real.sq_sqrt (by norm_num : (0 : ℝ) ≤ 2)]
    norm_num
  have hc : (0 : ℝ) < Fintype.card ι := by exact_mod_cast Fintype.card_pos
  simp only [Pi.smul_apply, smul_eq_mul, mul_one, one_pow, h4, Finset.sum_const,
    nsmul_eq_mul, one_mul, Finset.card_univ] at h2
  linarith

end

end LuttingerWardScaling
```

```lean
#print axioms LuttingerWardScaling.energiesAgree_iff_scaling
-- 'LuttingerWardScaling.energiesAgree_iff_scaling' depends on axioms: [propext, Classical.choice, Quot.sound]
#print axioms LuttingerWardScaling.quartic_not_energiesAgree
-- 'LuttingerWardScaling.quartic_not_energiesAgree' depends on axioms: [propext, Classical.choice, Quot.sound]
```
